# The Phillips–Kleinman repulsion energy of a pseudo-orbital equals its one-electron energy drop from the valence state

The 2s orbital of a hydrogen atom has a radial node at r = 2 bohr. If I treat 1s as a "core" state and mix some of it into 2s, I can make a pseudo-orbital that has no node at any r > 0. The Phillips–Kleinman recipe then tells me to add a positive operator, (e_2s − e_1s)|1s⟩⟨1s|, usually described as a repulsion from the core. But this atom has only one electron, so nothing sits in the core to repel it. What does this repulsion energy correspond to, and how large is it?

## The repulsion returns the energy gained by mixing in core states

It equals the amount by which the kinetic plus potential energy falls when the valence orbital is replaced by the pseudo-orbital. No electron-electron term is needed: the operator is built from energies and eigenstates of the one-electron Hamiltonian.

Let T and U be the Hermitian kinetic and potential operators and H = T + U. Let v be the normalised valence state and c_i a finite set of orthonormal core states, with

H v = e_v v,  H c_i = e_i c_i,  e_i < e_v.

The unnormalised pseudo-orbital, with complex amplitudes a_i, is

χ = v + Σ a_i c_i,

and φ = kχ is normalised, with k a complex number. Write S = Σ |a_i|².

The valence state is orthogonal to each core state, because H is Hermitian:

e_i ⟨c_i|v⟩ = ⟨H c_i|v⟩ = ⟨c_i|H v⟩ = e_v ⟨c_i|v⟩.

Since e_i ≠ e_v, the overlap vanishes. All cross terms therefore drop out of the norm and of the energy:

⟨χ|χ⟩ = 1 + S

Hχ = e_v v + Σ e_i a_i c_i

⟨χ|H|χ⟩ = e_v + Σ e_i |a_i|².

Normalisation of φ gives |k|²(1 + S) = 1, so the drop from v to φ is

e_v − ⟨φ|H|φ⟩ = e_v − (e_v + Σ e_i |a_i|²)/(1 + S)

= [e_v(1 + S) − e_v − Σ e_i |a_i|²]/(1 + S)

= Σ (e_v − e_i)|a_i|² / (1 + S).

Now take the Phillips–Kleinman operator V = Σ (e_v − e_i)|c_i⟩⟨c_i|. Since ⟨c_i|χ⟩ = a_i,

Vχ = Σ (e_v − e_i) a_i c_i

⟨χ|V|χ⟩ = Σ (e_v − e_i)|a_i|².

Multiplying by |k|² = 1/(1 + S) gives the same number as the drop.

Every term in the numerator is nonnegative, and it is positive when a_i ≠ 0. The energy therefore falls strictly exactly when some core state is mixed in. If every gap e_v − e_i is at most Δ, with Δ > 0, the numerator is at most ΔS, which is less than Δ(1 + S), so the drop stays below Δ.

## One core state, and the hydrogen numbers

With a single core state of amplitude a, the drop is

(e_v − e_1)|a|²/(1 + |a|²).

It grows from zero towards the full gap as |a| increases, without reaching it. For hydrogen the gap is −1/8 + 1/2 = 3/8 hartree. Choosing a = −1/√8 cancels the value of the orbital at the nucleus and leaves

χ ∝ e^(−r/2) (1 − r/2 − e^(−r/2)),

which is nonzero for every r > 0. Then |a|² = 1/8, and both the drop and your repulsion energy are (3/8)(1/8)/(9/8) = 1/24 hartree.

## What the Lean theorems say

The space `E` is any complex inner product space, and the finite type `ι` labels the core states. `T` and `U` are linear maps on `E`. The structure `IsCoreValence` collects the assumptions: both maps are symmetric, which is the Hermitian condition; the states `c i` are orthonormal; `v` has norm one; `v` and the `c i` are eigenvectors of `T + U`; and each `e i` lies below `ev`. Here `ev` is the valence energy e_v, not an electronvolt. Orthogonality of `v` to the core states is derived.

`mean A x` is the real part of ⟨x, A x⟩, which for a symmetric operator is the whole value. It does not divide by the squared norm, so for a symmetric operator it is the quantum expectation value when `x` is normalised. `mixed v c a` is χ, and `pkRepulsion c ev e` is V as a linear operator.

The main theorem, `energy_drop_eq_repulsion`, takes any `φ` of norm one with `φ = k • mixed v c a`. It states that the drop in `mean T` plus `mean U` from `v` to `φ` is the quotient derived above, and that the repulsion has the same expectation in `φ`. Together these make the expectation of T + U + V in φ equal to e_v. This is a balance of expectation values, weaker than the Phillips–Kleinman eigenvalue equation (T + U + V)φ = e_v φ, which is an identity between vectors.

`energy_lowered_iff` states the strict lowering, and `energy_drop_lt` the bound by `Δ`. The condition `0 < Δ` matters only when there are no core states: the drop is then zero, and the gap condition puts no restriction on `Δ`.

The names "kinetic" and "potential" are labels for two symmetric maps, and the formula fixes only the sum of their changes. In the two-level example at the end of the code, an amplitude a = 1 raises ⟨T⟩ by 1 and lowers ⟨U⟩ by 2, while a = −1 lowers ⟨T⟩ by 1 and leaves ⟨U⟩ unchanged. The total drop is 1 in both cases.

The step from this model to the hydrogen atom concerns operator domains. Here `T` and `U` act on every vector of `E`, whereas the true kinetic and Coulomb operators are unbounded and defined only on suitable functions. The hydrogen figure comes from applying the same algebra to 1s and 2s, which lie in both domains.

For the Phillips–Kleinman construction, the result gives the average repulsion energy that brings the pseudo-orbital's mean energy back to e_v, within a one-particle model with finitely many exact core eigenstates. It does not cover effective core potentials whose pseudo-orbitals are not mixtures of the valence state and core states.

```lean
import Mathlib

open scoped ComplexConjugate

namespace PhillipsKleinmanEnergyDrop

noncomputable section

variable {E : Type*} [NormedAddCommGroup E] [InnerProductSpace ℂ E] {ι : Type*}

/-- Hermitian kinetic and potential operators `T`, `U`, with a normalised valence state `v` and
orthonormal core states `c i` that are eigenvectors of `T + U`, the cores lying below the valence
energy `ev`. -/
structure IsCoreValence (T U : E →ₗ[ℂ] E) (v : E) (c : ι → E) (ev : ℝ) (e : ι → ℝ) : Prop where
  kinetic : T.IsSymmetric
  potential : U.IsSymmetric
  core_orthonormal : Orthonormal ℂ c
  valence_norm : ‖v‖ = 1
  valence_eigen : (T + U) v = (ev : ℂ) • v
  core_eigen : ∀ i, (T + U) (c i) = (e i : ℂ) • c i
  gap : ∀ i, e i < ev

/-- The real part of `⟨x, A x⟩`. For symmetric `A` and `x` of norm one, this is the expectation
value of `A` in the state `x`. -/
def mean (A : E →ₗ[ℂ] E) (x : E) : ℝ := (inner ℂ x (A x)).re

variable [Fintype ι]

/-- The unnormalised pseudo-orbital `v + ∑ a i c i`. -/
def mixed (v : E) (c : ι → E) (a : ι → ℂ) : E := v + ∑ i, a i • c i

/-- The Phillips-Kleinman repulsion `∑ (ev - e i) |c i⟩⟨c i|`. -/
def pkRepulsion (c : ι → E) (ev : ℝ) (e : ι → ℝ) : E →ₗ[ℂ] E where
  toFun x := ∑ i, (((ev - e i : ℝ) : ℂ) * inner ℂ (c i) x) • c i
  map_add' x y := by
    simp only [inner_add_right, mul_add, add_smul, Finset.sum_add_distrib]
  map_smul' k x := by
    simp only [inner_smul_right, Finset.smul_sum, smul_smul, RingHom.id_apply]
    refine Finset.sum_congr rfl fun i _ => ?_
    rw [mul_left_comm]

variable {T U : E →ₗ[ℂ] E} {v : E} {c : ι → E} {ev : ℝ} {e : ι → ℝ}

omit [Fintype ι] in
/-- The valence state is orthogonal to every core state. -/
theorem core_valence_orthogonal (h : IsCoreValence T U v c ev e) (i : ι) :
    inner ℂ (c i) v = 0 := by
  have hs : inner ℂ ((T + U) (c i)) v = inner ℂ (c i) ((T + U) v) :=
    (h.kinetic.add h.potential) (c i) v
  rw [h.core_eigen, h.valence_eigen, inner_smul_left, inner_smul_right,
    Complex.conj_ofReal] at hs
  -- the two energies differ, so the overlap must vanish
  have hne : (ev : ℂ) - (e i : ℂ) ≠ 0 :=
    sub_ne_zero.2 fun h' => (h.gap i).ne' (Complex.ofReal_injective h')
  have hz : ((ev : ℂ) - (e i : ℂ)) * inner ℂ (c i) v = 0 := by
    linear_combination -hs
  exact (mul_eq_zero.1 hz).resolve_left hne

/-- If the valence part of the unnormalised pseudo-orbital `v + ∑ a i c i` is rescaled by a real `x`
and its core parts by real `w i`, the overlap with the original pseudo-orbital has real part
`x + ∑ w i |a i|²`. -/
theorem overlap_rescaled (h : IsCoreValence T U v c ev e) (a : ι → ℂ) (x : ℝ) (w : ι → ℝ) :
    (inner ℂ (mixed v c a) ((x : ℂ) • v + ∑ i, ((w i : ℂ) * a i) • c i)).re
      = x + ∑ i, w i * ‖a i‖ ^ 2 := by
  have hcv := core_valence_orthogonal h
  have hvc : ∀ i, inner ℂ v (c i) = 0 := fun i => inner_eq_zero_symm.1 (hcv i)
  have h1 : inner ℂ v ((x : ℂ) • v) = (x : ℂ) := by
    rw [inner_smul_right, inner_self_eq_norm_sq_to_K, h.valence_norm]
    simp
  have h2 : inner ℂ v (∑ i, ((w i : ℂ) * a i) • c i) = 0 := by
    simp only [inner_sum, inner_smul_right, hvc, mul_zero, Finset.sum_const_zero]
  have h3 : inner ℂ (∑ i, a i • c i) ((x : ℂ) • v) = 0 := by
    simp only [sum_inner, inner_smul_left, inner_smul_right, hcv, mul_zero,
      Finset.sum_const_zero]
  have h4 : ∀ i, conj (a i) * ((w i : ℂ) * a i) = ((w i * ‖a i‖ ^ 2 : ℝ) : ℂ) := by
    intro i
    rw [mul_left_comm, Complex.conj_mul']
    push_cast
    ring
  rw [mixed, inner_add_left, inner_add_right, inner_add_right, h1, h2, h3,
    h.core_orthonormal.inner_sum]
  simp only [h4, add_zero, zero_add]
  rw [← Complex.ofReal_sum, ← Complex.ofReal_add, Complex.ofReal_re]

/-- The squared norm of the unnormalised pseudo-orbital is `1 + ∑ |a i|²`. -/
theorem mixed_norm_sq (h : IsCoreValence T U v c ev e) (a : ι → ℂ) :
    ‖mixed v c a‖ ^ 2 = 1 + ∑ i, ‖a i‖ ^ 2 := by
  have h1 := overlap_rescaled h a 1 (fun _ => 1)
  simp only [Complex.ofReal_one, one_smul, one_mul] at h1
  have h2 : (inner ℂ (mixed v c a) (mixed v c a)).re = ‖mixed v c a‖ ^ 2 :=
    inner_self_eq_norm_sq (𝕜 := ℂ) (mixed v c a)
  exact h2.symm.trans h1

/-- For the unnormalised pseudo-orbital `χ`, the real part of `⟨χ, (T + U) χ⟩` is
`ev + ∑ e i |a i|²`. -/
theorem mean_energy_mixed (h : IsCoreValence T U v c ev e) (a : ι → ℂ) :
    mean (T + U) (mixed v c a) = ev + ∑ i, e i * ‖a i‖ ^ 2 := by
  have hH : (T + U) (mixed v c a) = (ev : ℂ) • v + ∑ i, ((e i : ℂ) * a i) • c i := by
    simp only [mixed, map_add, map_sum, map_smul, h.valence_eigen, h.core_eigen, smul_smul,
      mul_comm]
  rw [mean, hH]
  exact overlap_rescaled h a ev e

/-- For the unnormalised pseudo-orbital `χ` and the Phillips-Kleinman repulsion `V`, the real part
of `⟨χ, V χ⟩` is `∑ (ev - e i) |a i|²`. -/
theorem mean_repulsion_mixed (h : IsCoreValence T U v c ev e) (a : ι → ℂ) :
    mean (pkRepulsion c ev e) (mixed v c a) = ∑ i, (ev - e i) * ‖a i‖ ^ 2 := by
  have hc : ∀ i, inner ℂ (c i) (mixed v c a) = a i := by
    intro i
    rw [mixed, inner_add_right, core_valence_orthogonal h, zero_add,
      h.core_orthonormal.inner_right_fintype]
  have hV : pkRepulsion c ev e (mixed v c a)
      = ((0 : ℝ) : ℂ) • v + ∑ i, (((ev - e i : ℝ) : ℂ) * a i) • c i := by
    simp only [pkRepulsion, LinearMap.coe_mk, AddHom.coe_mk, hc, Complex.ofReal_zero,
      zero_smul, zero_add]
  rw [mean, hV]
  exact (overlap_rescaled h a 0 (fun i => ev - e i)).trans (zero_add _)

/-- Multiplying a vector `x` by `k` multiplies the real part of `⟨x, A x⟩` by `|k|²`. -/
theorem mean_smul (A : E →ₗ[ℂ] E) (k : ℂ) (x : E) : mean A (k • x) = ‖k‖ ^ 2 * mean A x := by
  unfold mean
  rw [map_smul, inner_smul_left, inner_smul_right, ← mul_assoc, Complex.conj_mul',
    ← Complex.ofReal_pow, Complex.re_ofReal_mul]

/-- For a normalised `φ` proportional to `v + ∑ a i c i`, the drop in kinetic plus potential
expectation from `v` to `φ` is `∑ (ev - e i) |a i|² / (1 + ∑ |a i|²)`, and the Phillips-Kleinman
repulsion has this same expectation in `φ`. -/
theorem energy_drop_eq_repulsion (h : IsCoreValence T U v c ev e) (a : ι → ℂ) (k : ℂ) (φ : E)
    (hφ : φ = k • mixed v c a) (hn : ‖φ‖ = 1) :
    (mean T v + mean U v) - (mean T φ + mean U φ)
        = (∑ i, (ev - e i) * ‖a i‖ ^ 2) / (1 + ∑ i, ‖a i‖ ^ 2) ∧
      mean (pkRepulsion c ev e) φ
        = (∑ i, (ev - e i) * ‖a i‖ ^ 2) / (1 + ∑ i, ‖a i‖ ^ 2) := by
  have hadd : ∀ x, mean T x + mean U x = mean (T + U) x := fun x => by
    simp only [mean, LinearMap.add_apply, inner_add_right, Complex.add_re]
  have hv : mean (T + U) v = ev := by
    rw [mean, h.valence_eigen, inner_smul_right, inner_self_eq_norm_sq_to_K, h.valence_norm]
    simp
  -- normalisation fixes the modulus of the prefactor
  have hN : ‖k‖ ^ 2 * (1 + ∑ i, ‖a i‖ ^ 2) = 1 := by
    rw [hφ, norm_smul] at hn
    rw [← mixed_norm_sq h a, ← mul_pow, hn, one_pow]
  have hS : (1 + ∑ i, ‖a i‖ ^ 2) ≠ 0 := by positivity
  have hR : ∑ i, (ev - e i) * ‖a i‖ ^ 2
      = ev * ∑ i, ‖a i‖ ^ 2 - ∑ i, e i * ‖a i‖ ^ 2 := by
    simp only [sub_mul, Finset.sum_sub_distrib, Finset.mul_sum]
  constructor
  · rw [hadd, hadd, hv, hφ, mean_smul, mean_energy_mixed h, eq_div_iff hS, hR]
    linear_combination -(ev + ∑ i, e i * ‖a i‖ ^ 2) * hN
  · rw [hφ, mean_smul, mean_repulsion_mixed h, eq_div_iff hS]
    linear_combination (∑ i, (ev - e i) * ‖a i‖ ^ 2) * hN

/-- The normalised pseudo-orbital has a strictly lower kinetic plus potential expectation than
the valence state exactly when some core amplitude is nonzero. -/
theorem energy_lowered_iff (h : IsCoreValence T U v c ev e) (a : ι → ℂ) (k : ℂ) (φ : E)
    (hφ : φ = k • mixed v c a) (hn : ‖φ‖ = 1) :
    mean T φ + mean U φ < mean T v + mean U v ↔ ∃ i, a i ≠ 0 := by
  have hd := (energy_drop_eq_repulsion h a k φ hφ hn).1
  constructor
  · intro hlt
    by_contra hne
    have hz : ∀ i, a i = 0 := fun i => by_contra fun hi => hne ⟨i, hi⟩
    have h0 : ∑ i, (ev - e i) * ‖a i‖ ^ 2 = 0 :=
      Finset.sum_eq_zero fun i _ => by simp [hz i]
    rw [h0, zero_div] at hd
    linarith
  · rintro ⟨i, hi⟩
    have hR : 0 < ∑ i, (ev - e i) * ‖a i‖ ^ 2 :=
      Finset.sum_pos' (fun j _ => mul_nonneg (sub_nonneg.2 (h.gap j).le) (sq_nonneg _))
        ⟨i, Finset.mem_univ i, mul_pos (sub_pos.2 (h.gap i)) (pow_pos (norm_pos_iff.2 hi) 2)⟩
    have hS : 0 < 1 + ∑ i, ‖a i‖ ^ 2 := by positivity
    have hq := div_pos hR hS
    linarith

/-- If no core lies deeper than `Δ > 0` below the valence energy, the drop in kinetic plus potential
expectation from the valence state to the normalised pseudo-orbital is strictly smaller than `Δ`. -/
theorem energy_drop_lt (h : IsCoreValence T U v c ev e) (a : ι → ℂ) (k : ℂ) (φ : E)
    (hφ : φ = k • mixed v c a) (hn : ‖φ‖ = 1) (Δ : ℝ) (hΔ : 0 < Δ) (hgap : ∀ i, ev - e i ≤ Δ) :
    (mean T v + mean U v) - (mean T φ + mean U φ) < Δ := by
  have hS : 0 < 1 + ∑ i, ‖a i‖ ^ 2 := by positivity
  have hle : ∑ i, (ev - e i) * ‖a i‖ ^ 2 ≤ Δ * ∑ i, ‖a i‖ ^ 2 := by
    rw [Finset.mul_sum]
    exact Finset.sum_le_sum fun i _ => mul_le_mul_of_nonneg_right (hgap i) (sq_nonneg _)
  rw [(energy_drop_eq_repulsion h a k φ hφ hn).1, div_lt_iff₀ hS]
  linarith

/-- The operator on a two-level system with real symmetric matrix `(p, q; q, r)`. -/
def twoLevel (p q r : ℝ) : EuclideanSpace ℂ (Fin 2) →ₗ[ℂ] EuclideanSpace ℂ (Fin 2) where
  toFun x := !₂[(p : ℂ) * x 0 + q * x 1, (q : ℂ) * x 0 + r * x 1]
  map_add' x y := by
    ext i
    fin_cases i <;> simp <;> ring
  map_smul' k x := by
    ext i
    fin_cases i <;> simp <;> ring

/-- A two-level system with non-diagonal `T = (1, 1; 1, 1)` and `U = (-2, -1; -1, 0)` has a core
state at energy `-1` and a valence state at energy `1`. -/
theorem isCoreValence_witness :
    IsCoreValence (twoLevel 1 1 1) (twoLevel (-2) (-1) 0) !₂[(0 : ℂ), 1]
      (fun _ : Fin 1 => !₂[(1 : ℂ), 0]) 1 (fun _ => -1) := by
  have hsym : ∀ p q r : ℝ, (twoLevel p q r).IsSymmetric := by
    intro p q r x y
    simp [twoLevel, PiLp.inner_apply, Fin.sum_univ_two]
    ring
  refine ⟨hsym _ _ _, hsym _ _ _, ⟨fun i => ?_, fun i j hij => ?_⟩, ?_, ?_, fun i => ?_,
    fun i => by norm_num⟩
  · simp [EuclideanSpace.norm_eq, Fin.sum_univ_two]
  · exact absurd (Subsingleton.elim i j) hij
  · simp [EuclideanSpace.norm_eq, Fin.sum_univ_two]
  · ext j
    fin_cases j <;> norm_num [twoLevel]
  · ext j
    fin_cases j <;> norm_num [twoLevel]

end

end PhillipsKleinmanEnergyDrop
```

```lean
#print axioms PhillipsKleinmanEnergyDrop.energy_lowered_iff
#print axioms PhillipsKleinmanEnergyDrop.energy_drop_lt
```

```
'PhillipsKleinmanEnergyDrop.energy_lowered_iff' depends on axioms: [propext, Classical.choice, Quot.sound]
'PhillipsKleinmanEnergyDrop.energy_drop_lt' depends on axioms: [propext, Classical.choice, Quot.sound]
```

## From orthogonality to the energy balance in Lean

`core_valence_orthogonal` is the first step of the derivation. The symmetry of `T + U` moves the operator across the inner product, the eigenvalue equations turn this into (e_v − e_i)⟨c_i|v⟩ = 0, and the nonzero gap is cancelled.

`overlap_rescaled` does the work of the three inner products ⟨χ|χ⟩, ⟨χ|H|χ⟩ and ⟨χ|V|χ⟩ at once. In each of them the right-hand vector is χ with its valence part multiplied by a real number `x` and its core parts by real numbers `w i`. The lemma expands the overlap into four blocks, removes the two cross blocks by orthogonality, and finds `x` plus the sum of `w i` times |a_i|². The three cases are then:

- `mixed_norm_sq` uses `x` = 1 and every `w i` = 1, which gives 1 + S.
- `mean_energy_mixed` first computes Hχ from the eigenvalue equations, then uses `x` = e_v and `w i` = e_i.
- `mean_repulsion_mixed` first finds ⟨c_i|χ⟩ = a_i, then uses `x` = 0 and `w i` = e_v − e_i.

`mean_smul` supplies the factor |k|² for passing from χ to φ.

In the main theorem, `hN` is the normalisation condition |k|²(1 + S) = 1, and `hR` splits the numerator into e_v S − Σ e_i |a_i|². Once `eq_div_iff` has cleared the positive denominator, each of the two claims is a multiple of `hN`, which `linear_combination` verifies. This is the step by hand in which |k|² is replaced by 1/(1 + S).

For `energy_lowered_iff`, if all amplitudes vanish the numerator is zero, which contradicts a strict drop. Conversely, one nonzero amplitude makes one term positive while the others are nonnegative, so `Finset.sum_pos'` gives a positive numerator. `energy_drop_lt` bounds the numerator term by term by ΔS and then compares with Δ(1 + S).

Finally, `isCoreValence_witness` checks all the assumptions for a concrete pair of non-diagonal 2×2 matrices. Their off-diagonal parts cancel in the sum, which leaves a core level at −1 and a valence level at 1.
